# For finitely many Hermitian matrices \(A_k\), the linear map \(X\mapsto\sum_k [A_k,[A_k,X]]\) is positive semidefinite for the trace inner product, and its kernel is the set of matrices that commute with every \(A_k\)

In my spin-relaxation code I build the matrix of the Redfield double commutator

\[
L(X)=\sum_k [A_k,[A_k,X]]
\]

and hand it to a Hermitian eigensolver. The evolution is \(d\rho/dt=-L(\rho)\), with no Hamiltonian term, so I read the eigenvalues as decay rates and the zero modes as the operators that don't relax. That relies on \(L\) being self-adjoint and positive semidefinite for the inner product \(\operatorname{tr}(X^\dagger Y)\), and on its kernel being the set of operators that commute with every \(A_k\). I also assume that \(L(X)\) is traceless and that \(L\) preserves Hermiticity. Can all of this be derived cleanly for Hermitian \(A_k\) and checked by machine?

## Moving one commutator across the trace

Yes, and most of it follows from one identity. Write \(\langle X,Y\rangle=\operatorname{tr}(X^\dagger Y)\) and \(\|X\|^2=\langle X,X\rangle=\sum_{j}\sum_{i}|X_{ij}|^2\). For Hermitian \(A\), we have \((AX)^\dagger=X^\dagger A\) and \((XA)^\dagger=AX^\dagger\), so

\[
\langle [A,X],Y\rangle=\operatorname{tr}(X^\dagger AY)-\operatorname{tr}(AX^\dagger Y)
=\operatorname{tr}(X^\dagger AY)-\operatorname{tr}(X^\dagger YA)=\langle X,[A,Y]\rangle .
\]

The middle step is cyclicity of the trace. Using the identity twice in each term gives \(\langle L(X),Y\rangle=\langle X,L(Y)\rangle\). Using it once gives

\[
\langle X,L(X)\rangle=\sum_k\langle [A_k,X],[A_k,X]\rangle=\sum_k\|[A_k,X]\|^2\ \ge 0 .
\]

If \(L(X)=0\), the left side is zero, so every term on the right is zero and every \([A_k,X]\) vanishes. Conversely, if all \([A_k,X]\) vanish, so does \(L(X)\).

Every commutator has zero trace, because \(\operatorname{tr}(AZ)=\operatorname{tr}(ZA)\); hence \(\operatorname{tr}L(X)=0\). For Hermitian \(A\), \([A,Z]^\dagger=-[A,Z^\dagger]\). Two commutators give two signs, so \([A,[A,X]]^\dagger=[A,[A,X^\dagger]]\), and \(L(X)\) is Hermitian whenever \(X\) is.

## The rate at which the norm decays

Suppose \(d\rho/dt=-L(\rho)\) at time \(t\). Then

\[
\frac{d}{dt}\|\rho\|^2=\sum_{j}\sum_{i}2\operatorname{Re}\!\left(\rho_{ij}^*\,\frac{d\rho_{ij}}{dt}\right)
=-2\operatorname{Re}\langle\rho,L(\rho)\rangle=-2\sum_k\|[A_k,\rho]\|^2 .
\]

For a density matrix \(\|\rho\|^2\) is the purity \(\operatorname{tr}\rho^2\), so in this model relaxation never increases the purity.

## Spin 1/2 in isotropic fluctuating fields

Take \(S_k=\sigma_k/2\), with \(\sigma_k\) the Pauli matrices, and \(X=\begin{pmatrix}a&b\\c&d\end{pmatrix}\). Since \(S_k^2=\tfrac14\mathbf 1\),

\[
[S_k,[S_k,X]]=S_k^2X-2S_kXS_k+XS_k^2=\tfrac12X-\tfrac12\sigma_kX\sigma_k .
\]

The three products \(\sigma_kX\sigma_k\) are

\[
\begin{pmatrix}d&c\\b&a\end{pmatrix},\quad
\begin{pmatrix}d&-c\\-b&a\end{pmatrix},\quad
\begin{pmatrix}a&-b\\-c&d\end{pmatrix},
\]

and their sum is \(2\operatorname{tr}(X)\mathbf 1-X\). Therefore

\[
L(X)=\tfrac32X-\tfrac12\bigl(2\operatorname{tr}(X)\mathbf 1-X\bigr)=2X-\operatorname{tr}(X)\,\mathbf 1 .
\]

The identity is a zero mode, and every traceless operator has eigenvalue 2. All three polarisation components therefore relax at the same rate.

## The superoperator matrix in NumPy

With column-stacked matrices, \(X\mapsto[A,X]\) becomes \(\mathbf 1\otimes A-A^{T}\otimes\mathbf 1\), which is Hermitian when \(A\) is. For a list `ops` of \(n\times n\) Hermitian arrays:

```python
I = np.eye(n)
C = [np.kron(I, A) - np.kron(A.T, I) for A in ops]
L = sum(c @ c for c in C)
rates, modes = np.linalg.eigh(L)
```

For the spin-1/2 operators `rates` is 0, 2, 2, 2 up to rounding. A clearly negative rate points to an error in the construction, and the number of zero rates is the dimension of the space of operators commuting with all the \(A_k\).

## What the Lean definitions and theorems say

The types `n` and `κ` are arbitrary finite index sets: `n` labels basis states and `κ` labels the coupling operators. Operators are complex matrices. `comm` is the commutator, `redfield` is \(L\), `hsInner` is \(\langle X,Y\rangle\) with the adjoint on the first argument, and `frobSq` is \(\|X\|^2\) as a real number.

The hypothesis `hA` says that every \(A_k\) is Hermitian. Physically, each \(A_k\) is an observable of the spin system coupled to a real, classical fluctuating field. There are no separate rate constants: a nonnegative rate is absorbed into \(A_k\) through its square root.

`redfield_properties` states the five properties in turn: self-adjointness, positivity, zero trace, preservation of Hermiticity and the kernel. In the second, `0 ≤ hsInner X (redfield A X)` is an inequality between complex numbers, which means that the value is real and nonnegative.

`hasDerivAt_frobSq` assumes the evolution equation entry by entry at a single time `t`. It neither derives that equation from a spin–bath model nor constructs a solution, and it needs no assumption that `ρ` is Hermitian or has unit trace.

`redfield_spinHalf_witness` says that the three matrices in `spinHalf`, in units of \(\hbar\), are Hermitian and gives the formula for their \(L\).

The model is narrower than general Redfield theory. It has no Hamiltonian term, no frequency-dependent spectral densities, no cross terms \([A_k,[A_l,X]]\) with \(k\ne l\), and no thermal correction: the identity is always stationary, as at infinite temperature.

```lean
import Mathlib

open Matrix
open scoped ComplexOrder

namespace RedfieldDoubleCommutator

noncomputable section

variable {n κ : Type*} [Fintype n] [Fintype κ]

/-- The commutator `[A, X]` of two matrices. -/
def comm (A X : Matrix n n ℂ) : Matrix n n ℂ := A * X - X * A

/-- The Redfield double commutator `L(X) = ∑ₖ [Aₖ, [Aₖ, X]]`. -/
def redfield (A : κ → Matrix n n ℂ) (X : Matrix n n ℂ) : Matrix n n ℂ :=
  ∑ k, comm (A k) (comm (A k) X)

/-- The trace inner product `tr(X† Y)` on operators. -/
def hsInner (X Y : Matrix n n ℂ) : ℂ := (Xᴴ * Y).trace

/-- The squared norm of an operator: the sum of the squared moduli of its entries. -/
def frobSq (X : Matrix n n ℂ) : ℝ := ∑ j, ∑ i, Complex.normSq (X i j)

/-- The trace inner product of an operator with itself is its squared norm. -/
theorem hsInner_self (X : Matrix n n ℂ) : hsInner X X = (frobSq X : ℂ) := by
  simp [hsInner, frobSq, Matrix.trace, Matrix.mul_apply, Complex.normSq_eq_conj_mul_self]

/-- The squared norm is nonnegative, and it vanishes only for the zero operator. -/
theorem frobSq_nonneg_and_eq_zero (X : Matrix n n ℂ) :
    0 ≤ frobSq X ∧ (frobSq X = 0 → X = 0) := by
  have h1 : ∀ j, 0 ≤ ∑ i, Complex.normSq (X i j) :=
    fun j => Finset.sum_nonneg fun i _ => Complex.normSq_nonneg _
  refine ⟨Finset.sum_nonneg fun j _ => h1 j, fun h => ?_⟩
  ext i j
  have h2 := (Finset.sum_eq_zero_iff_of_nonneg fun j _ => h1 j).mp h j (Finset.mem_univ j)
  have h3 := (Finset.sum_eq_zero_iff_of_nonneg
    fun i _ => Complex.normSq_nonneg (X i j)).mp h2 i (Finset.mem_univ i)
  exact Complex.normSq_eq_zero.mp h3

/-- The commutator with a Hermitian matrix is self-adjoint for the trace inner product. -/
theorem hsInner_comm {A : Matrix n n ℂ} (hA : A.IsHermitian) (X Y : Matrix n n ℂ) :
    hsInner (comm A X) Y = hsInner X (comm A Y) := by
  unfold hsInner comm
  -- the two orderings agree by cyclicity of the trace
  rw [Matrix.conjTranspose_sub, Matrix.conjTranspose_mul, Matrix.conjTranspose_mul, hA.eq,
    Matrix.sub_mul, Matrix.mul_sub, Matrix.trace_sub, Matrix.trace_sub, Matrix.mul_assoc,
    Matrix.mul_assoc, Matrix.trace_mul_comm A (Xᴴ * Y), Matrix.mul_assoc]

/-- For Hermitian `Aₖ`, the quadratic form of the double commutator is the sum of the squared norms
of the commutators: `tr(X† L(X)) = ∑ₖ ‖[Aₖ, X]‖²`. -/
theorem hsInner_redfield_self {A : κ → Matrix n n ℂ} (hA : ∀ k, (A k).IsHermitian)
    (X : Matrix n n ℂ) :
    hsInner X (redfield A X) = ((∑ k, frobSq (comm (A k) X) : ℝ) : ℂ) := by
  have h : hsInner X (redfield A X) = ∑ k, hsInner X (comm (A k) (comm (A k) X)) := by
    simp only [hsInner, redfield, Matrix.mul_sum, Matrix.trace_sum]
  rw [h, Complex.ofReal_sum]
  refine Finset.sum_congr rfl fun k _ => ?_
  rw [← hsInner_comm (hA k), hsInner_self]

/-- For Hermitian `Aₖ` the Redfield double commutator is self-adjoint and positive semidefinite
for the trace inner product, has traceless values, preserves Hermiticity, and vanishes exactly
on the operators that commute with every `Aₖ`. -/
theorem redfield_properties {A : κ → Matrix n n ℂ} (hA : ∀ k, (A k).IsHermitian) :
    (∀ X Y, hsInner (redfield A X) Y = hsInner X (redfield A Y)) ∧
    (∀ X, 0 ≤ hsInner X (redfield A X)) ∧
    (∀ X, (redfield A X).trace = 0) ∧
    (∀ X, X.IsHermitian → (redfield A X).IsHermitian) ∧
    (∀ X, redfield A X = 0 ↔ ∀ k, A k * X = X * A k) := by
  refine ⟨fun X Y => ?_, fun X => ?_, fun X => ?_, fun X hX => ?_, fun X => ⟨fun h k => ?_, fun h => ?_⟩⟩
  · -- move both commutators across the inner product
    have h1 : hsInner (redfield A X) Y = ∑ k, hsInner (comm (A k) (comm (A k) X)) Y := by
      simp only [hsInner, redfield, Matrix.conjTranspose_sum, Matrix.sum_mul, Matrix.trace_sum]
    have h2 : hsInner X (redfield A Y) = ∑ k, hsInner X (comm (A k) (comm (A k) Y)) := by
      simp only [hsInner, redfield, Matrix.mul_sum, Matrix.trace_sum]
    rw [h1, h2]
    refine Finset.sum_congr rfl fun k _ => ?_
    rw [hsInner_comm (hA k), hsInner_comm (hA k)]
  · rw [hsInner_redfield_self hA]
    exact Complex.zero_le_real.mpr
      (Finset.sum_nonneg fun k _ => (frobSq_nonneg_and_eq_zero _).1)
  · rw [redfield, Matrix.trace_sum]
    refine Finset.sum_eq_zero fun k _ => ?_
    rw [comm, Matrix.trace_sub, Matrix.trace_mul_comm, sub_self]
  · -- each commutator changes sign under the adjoint, so two of them do not
    have hc : ∀ k Z, (comm (A k) Z)ᴴ = -comm (A k) Zᴴ := fun k Z => by
      rw [comm, comm, Matrix.conjTranspose_sub, Matrix.conjTranspose_mul,
        Matrix.conjTranspose_mul, (hA k).eq, neg_sub]
    change (redfield A X)ᴴ = redfield A X
    rw [redfield, Matrix.conjTranspose_sum]
    refine Finset.sum_congr rfl fun k _ => ?_
    rw [hc, hc, hX.eq]
    simp only [comm, Matrix.mul_neg, Matrix.neg_mul]
    abel
  · -- a vanishing sum of squares forces every commutator to vanish
    have h0 := hsInner_redfield_self hA X
    rw [h, hsInner, Matrix.mul_zero, Matrix.trace_zero] at h0
    have h1 : ∑ k, frobSq (comm (A k) X) = 0 := by exact_mod_cast h0.symm
    have h2 := (Finset.sum_eq_zero_iff_of_nonneg
      fun k _ => (frobSq_nonneg_and_eq_zero (comm (A k) X)).1).mp h1 k (Finset.mem_univ k)
    exact sub_eq_zero.mp ((frobSq_nonneg_and_eq_zero _).2 h2)
  · refine Finset.sum_eq_zero fun k _ => ?_
    have hk : comm (A k) X = 0 := sub_eq_zero.mpr (h k)
    rw [hk, comm, Matrix.mul_zero, Matrix.zero_mul, sub_zero]

/-- If every `Aₖ` is Hermitian and `dρ/dt = -L(ρ)` holds at time `t`, then the squared norm of `ρ`
changes at that time at the rate `-2 ∑ₖ ‖[Aₖ, ρ]‖²`. -/
theorem hasDerivAt_frobSq {A : κ → Matrix n n ℂ} (hA : ∀ k, (A k).IsHermitian)
    (ρ : ℝ → Matrix n n ℂ) (t : ℝ)
    (hρ : ∀ i j, HasDerivAt (fun s => ρ s i j) (-(redfield A (ρ t) i j)) t) :
    HasDerivAt (fun s => frobSq (ρ s)) (-2 * ∑ k, frobSq (comm (A k) (ρ t))) t := by
  -- the real part of the quadratic form, written in entries
  have key : ∑ j, ∑ i, ((ρ t i j).re * (redfield A (ρ t) i j).re
      + (ρ t i j).im * (redfield A (ρ t) i j).im) = ∑ k, frobSq (comm (A k) (ρ t)) := by
    have h := congrArg Complex.re (hsInner_redfield_self hA (ρ t))
    rw [Complex.ofReal_re] at h
    rw [← h]
    simp [hsInner, Matrix.trace, Matrix.mul_apply]
  have entry : ∀ i j, HasDerivAt (fun s => Complex.normSq (ρ s i j))
      (-2 * ((ρ t i j).re * (redfield A (ρ t) i j).re
        + (ρ t i j).im * (redfield A (ρ t) i j).im)) t := fun i j => by
    have hre : HasDerivAt (fun s => (ρ s i j).re) (-(redfield A (ρ t) i j)).re t :=
      Complex.reCLM.hasFDerivAt.comp_hasDerivAt t (hρ i j)
    have him : HasDerivAt (fun s => (ρ s i j).im) (-(redfield A (ρ t) i j)).im t :=
      Complex.imCLM.hasFDerivAt.comp_hasDerivAt t (hρ i j)
    simp only [Complex.normSq_apply]
    refine ((hre.fun_mul hre).fun_add (him.fun_mul him)).congr_deriv ?_
    rw [Complex.neg_re, Complex.neg_im]
    ring
  rw [← key]
  simp only [Finset.mul_sum]
  exact HasDerivAt.fun_sum fun j _ => HasDerivAt.fun_sum fun i _ => entry i j

/-- The three spin-1/2 operators `Sx`, `Sy`, `Sz` in units of `ℏ`. -/
def spinHalf : Fin 3 → Matrix (Fin 2) (Fin 2) ℂ :=
  ![!![0, 1 / 2; 1 / 2, 0], !![0, -Complex.I / 2; Complex.I / 2, 0], !![1 / 2, 0; 0, -1 / 2]]

/-- The spin-1/2 operators are Hermitian, and their double commutator is
`L(X) = 2 X - tr(X) 1`. -/
theorem redfield_spinHalf_witness :
    (∀ k, (spinHalf k).IsHermitian) ∧
    ∀ X, redfield spinHalf X = (2 : ℂ) • X - X.trace • (1 : Matrix (Fin 2) (Fin 2) ℂ) := by
  constructor
  · intro k
    apply Matrix.IsHermitian.ext
    intro i j
    fin_cases k <;> fin_cases i <;> fin_cases j <;> simp [spinHalf]
  · intro X
    rw [redfield, Fin.sum_univ_three]
    ext i j
    fin_cases i <;> fin_cases j <;>
      simp only [comm, Matrix.add_apply, Matrix.sub_apply, Matrix.smul_apply, Matrix.mul_apply,
        Fin.sum_univ_two, Matrix.trace_fin_two] <;>
      simp [spinHalf] <;>
      ring_nf <;> rw [Complex.I_sq] <;> ring

end

end RedfieldDoubleCommutator
```

```lean
#print axioms RedfieldDoubleCommutator.redfield_properties
#print axioms RedfieldDoubleCommutator.hasDerivAt_frobSq
```

```
'RedfieldDoubleCommutator.redfield_properties' depends on axioms: [propext, Classical.choice, Quot.sound]
'RedfieldDoubleCommutator.hasDerivAt_frobSq' depends on axioms: [propext, Classical.choice, Quot.sound]
```

## How the Lean proof follows the algebra

`hsInner_self` expands the trace into entries and identifies \(\langle X,X\rangle\) with `frobSq X`. `frobSq_nonneg_and_eq_zero` supplies the facts about sums of squares: the total is nonnegative, and if it is zero, then each column sum is zero and then each entry.

`hsInner_comm` is the identity for a single commutator. Its rewrites take the adjoints of the products and use `hA.eq` to replace \(A^\dagger\) by \(A\); `Matrix.trace_mul_comm A (Xᴴ * Y)` is the cyclic step. `hsInner_redfield_self` pulls the sum over \(k\) out of the inner product, moves the outer commutator to the left by the same identity read backwards, and recognises each term as a squared norm.

In `redfield_properties`, self-adjointness uses `hsInner_comm` twice per term, and positivity reads off the sum of squares. The trace clause uses cyclicity. For Hermiticity, the local statement `hc` is the sign rule \([A_k,Z]^\dagger=-[A_k,Z^\dagger]\), applied twice. For the kernel, \(L(X)=0\) makes the sum of squares zero; each term must then vanish, and `sub_eq_zero` turns \([A_k,X]=0\) into `A k * X = X * A k`. The converse substitutes zero for each inner commutator.

In `hasDerivAt_frobSq`, `entry` differentiates \(|\rho_{ij}|^2\) as the sum of the squares of its real and imaginary parts, using the product rule. `key` is the real part of \(\langle\rho,L(\rho)\rangle=\sum_k\|[A_k,\rho]\|^2\) written in entries, and summing the entry derivatives gives the result.

The spin-1/2 proof is more direct than the derivation above: it expands the double commutators for each of the four matrix entries and simplifies with `Complex.I_sq`, the rule that the imaginary unit squares to \(-1\), without first using \(S_k^2=\tfrac14\mathbf 1\).
